# The Henrici bound on the Green's matrix of a finite matrix in Schur form

Take two levels with energies ε₀ and ε₁ and a coupling a that acts in one direction only. With a semicolon between rows, the matrix is

H = [ε₀, a; 0, ε₁].

At a complex energy z different from both levels, its Green's matrix is

(z − H)⁻¹ = [1/(z − ε₀), a/((z − ε₀)(z − ε₁)); 0, 1/(z − ε₁)].

The diagonal holds propagation without scattering, and the corner holds one scattering between two propagations. There is no a² term, because nothing leads back from level 0 to level 1. Let ‖·‖ be the operator norm belonging to the Euclidean length of vectors. If both levels are at least d > 0 away from z, the diagonal part has norm at most 1/d and the corner at most |a|/d², so

‖(z − H)⁻¹‖ ≤ 1/d + |a|/d².

For n levels, let H be upper triangular, H = D + N with D diagonal and N strictly upper triangular, and let every level be at least d > 0 away from z. At most n − 1 scatterings can follow one another, and the bound becomes

‖(z − H)⁻¹‖ ≤ Σ_{k<n} ‖N‖ᵏ / dᵏ⁺¹.

A unitary change of basis preserves this bound.

## Matrices, norm and definitions

```lean
import Mathlib

open Matrix Finset
open scoped Matrix.Norms.L2Operator

namespace HenriciResolvent

noncomputable section
```

Mathlib supplies the matrix theory. The line `open scoped Matrix.Norms.L2Operator` fixes the meaning of ‖A‖ for a matrix: it is the operator norm belonging to the Euclidean length of vectors.

```lean
/-- The Green's matrix `(z - H)⁻¹` of a complex matrix `H` at the complex energy `z`. -/
def green {n : ℕ} (H : Matrix (Fin n) (Fin n) ℂ) (z : ℂ) : Matrix (Fin n) (Fin n) ℂ :=
  (z • (1 : Matrix (Fin n) (Fin n) ℂ) - H)⁻¹
```

`Matrix (Fin n) (Fin n) ℂ` is the type of n × n complex matrices, with indices running from 0 to n − 1. `green H z` is (z·1 − H)⁻¹. Lean assigns the value 0 to the inverse of a singular matrix, so a norm bound alone would say little; the main theorems therefore state invertibility as well.

```lean
/-- Strictly upper triangular matrices: all entries on and below the diagonal vanish. -/
def StrictlyUpper {n : ℕ} (N : Matrix (Fin n) (Fin n) ℂ) : Prop :=
  ∀ i j, j ≤ i → N i j = 0
```

`StrictlyUpper N` says that Nᵢⱼ = 0 whenever j ≤ i. In the convention where Nᵢⱼ takes level j to level i, the coupling only ever lowers the index.

```lean
/-- The Henrici sum `∑ ν ^ k / d ^ (k + 1)` over `k < n`. -/
def henriciSum (n : ℕ) (ν d : ℝ) : ℝ := ∑ k ∈ range n, ν ^ k / d ^ (k + 1)
```

This is the right-hand side of the bound, with ν in the place of ‖N‖. For n = 1 it is 1/d.

```lean
/-- The matrix `U (D + N) U*`, where `D` is diagonal with entries `ε`. -/
def schurForm {n : ℕ} (U : Matrix (Fin n) (Fin n) ℂ) (ε : Fin n → ℂ)
    (N : Matrix (Fin n) (Fin n) ℂ) : Matrix (Fin n) (Fin n) ℂ :=
  U * (diagonal ε + N) * Uᴴ
```

`schurForm U ε N` is U(D + N)U†, where D = `diagonal ε` and U†, written `Uᴴ` in Lean, is the conjugate transpose. The definition accepts any U and N. When U is unitary and N is strictly upper triangular, the εᵢ are the eigenvalues of this matrix, and N measures how far it is from normal. A Hermitian matrix can be written this way with N = 0.

## Each factor of N moves away from the diagonal

```lean
/-- The `k`-th power of a strictly upper triangular matrix vanishes below the
`k`-th superdiagonal. -/
theorem StrictlyUpper.pow_apply {n : ℕ} {N : Matrix (Fin n) (Fin n) ℂ}
    (hN : StrictlyUpper N) (k : ℕ) (i j : Fin n) (h : j.val < i.val + k) :
    (N ^ k) i j = 0 := by
  induction k generalizing j with
  | zero =>
    rw [pow_zero]
    exact Matrix.one_apply_ne (fun e => by subst e; omega)
  | succ k ih =>
    rw [pow_succ, Matrix.mul_apply]
    refine Finset.sum_eq_zero fun l _ => ?_
    by_cases hl : l.val < i.val + k
    · rw [ih l hl, zero_mul]
    · rw [hN l j (Fin.le_def.mpr (by omega)), mul_zero]
```

The statement is that (Nᵏ)ᵢⱼ = 0 whenever j < i + k. The argument is induction on k. For k = 0 the condition reads j < i, and the identity matrix vanishes there. For the next power, write

(Nᵏ⁺¹)ᵢⱼ = Σₗ (Nᵏ)ᵢₗ Nₗⱼ, with j < i + k + 1.

If l < i + k, the first factor vanishes by the induction hypothesis. Otherwise j ≤ i + k ≤ l, and the second factor vanishes because N is strictly upper triangular. The `by_cases` line makes this distinction, and `omega` settles the integer inequalities.

For k = n the condition holds for every pair of indices, so Nⁿ = 0.

## The size of one scattering term

```lean
/-- If every level is at least `d > 0` away from `z`, the Green's matrix of the uncoupled levels has
operator norm at most `1 / d`. -/
theorem norm_free_green_le {n : ℕ} {ε : Fin n → ℂ} {z : ℂ} {d : ℝ} (hd : 0 < d)
    (hε : ∀ i, d ≤ ‖z - ε i‖) :
    ‖(diagonal (fun i => (z - ε i)⁻¹) : Matrix (Fin n) (Fin n) ℂ)‖ ≤ 1 / d := by
  rw [Matrix.l2_opNorm_diagonal]
  refine (pi_norm_le_iff_of_nonneg (by positivity)).mpr fun i => ?_
  rw [norm_inv, ← one_div]
  exact one_div_le_one_div_of_le hd (hε i)
```

Let G be the diagonal matrix with entries 1/(z − εᵢ), the Green's matrix of the uncoupled levels. For any vector v,

‖Gv‖² = Σᵢ |vᵢ|² / |z − εᵢ|² ≤ ‖v‖² / d²,

hence ‖G‖ ≤ 1/d. In Lean, `l2_opNorm_diagonal` replaces the operator norm by the largest modulus on the diagonal, and each entry is then compared with 1/d.

```lean
/-- A term with `k` scatterings off `N` and `k + 1` propagators of norm at most `1 / d`
has norm at most `‖N‖ ^ k / d ^ (k + 1)`. -/
theorem norm_scattering_le {n : ℕ} {G N : Matrix (Fin n) (Fin n) ℂ} {d : ℝ} (hd : 0 < d)
    (hG : ‖G‖ ≤ 1 / d) (k : ℕ) : ‖(G * N) ^ k * G‖ ≤ ‖N‖ ^ k / d ^ (k + 1) := by
  induction k with
  | zero => simpa using hG
  | succ k ih =>
    have e : (G * N) ^ (k + 1) * G = G * (N * ((G * N) ^ k * G)) := by
      rw [pow_succ']
      simp only [mul_assoc]
    rw [e]
    calc ‖G * (N * ((G * N) ^ k * G))‖
        ≤ ‖G‖ * ‖N * ((G * N) ^ k * G)‖ := Matrix.l2_opNorm_mul _ _
      _ ≤ ‖G‖ * (‖N‖ * ‖(G * N) ^ k * G‖) :=
          mul_le_mul_of_nonneg_left (Matrix.l2_opNorm_mul _ _) (norm_nonneg _)
      _ ≤ 1 / d * (‖N‖ * (‖N‖ ^ k / d ^ (k + 1))) := by gcongr
      _ = ‖N‖ ^ (k + 1) / d ^ (k + 1 + 1) := by ring
```

A term with k scatterings is (GN)ᵏG. It contains k factors N and k + 1 factors G. Since ‖AB‖ ≤ ‖A‖‖B‖,

‖(GN)ᵏG‖ ≤ ‖G‖ᵏ⁺¹ ‖N‖ᵏ ≤ ‖N‖ᵏ / dᵏ⁺¹.

Lean splits off one pair GN at a time by induction, and the `calc` block is the chain of inequalities for one such step. This lemma uses only ‖G‖ ≤ 1/d; the triangular shape of N plays no part in it.

## The scattering series terminates

```lean
/-- The matrix `z - (D + N)` is the diagonal matrix of detunings `z - ε i` minus `N`. -/
theorem shift_eq {n : ℕ} (ε : Fin n → ℂ) (N : Matrix (Fin n) (Fin n) ℂ) (z : ℂ) :
    z • (1 : Matrix (Fin n) (Fin n) ℂ) - (diagonal ε + N)
      = diagonal (fun i => z - ε i) - N := by
  ext i j
  by_cases h : i = j
  · subst h
    simp
    ring
  · simp [h]
```

Entry by entry, z − (D + N) = Δ − N, where Δ is the diagonal matrix of detunings z − εᵢ.

```lean
/-- **Henrici resolvent bound.** If `N` is strictly upper triangular and `z` is at least `d > 0`
away from every diagonal entry, then `z - D - N` is invertible and its inverse is bounded
in operator norm by the Henrici sum. -/
theorem henrici_resolvent_bound {n : ℕ} {ε : Fin n → ℂ} {N : Matrix (Fin n) (Fin n) ℂ}
    (hN : StrictlyUpper N) {z : ℂ} {d : ℝ} (hd : 0 < d) (hε : ∀ i, d ≤ ‖z - ε i‖) :
    IsUnit (z • (1 : Matrix (Fin n) (Fin n) ℂ) - (diagonal ε + N)) ∧
      ‖green (diagonal ε + N) z‖ ≤ henriciSum n ‖N‖ d := by
  have hG := norm_free_green_le hd hε
  have hDG : (diagonal (fun i => z - ε i) : Matrix (Fin n) (Fin n) ℂ)
      * diagonal (fun i => (z - ε i)⁻¹) = 1 := by
    rw [Matrix.diagonal_mul_diagonal, ← Matrix.diagonal_one]
    congr 1
    funext i
    exact mul_inv_cancel₀ (norm_pos_iff.mp (hd.trans_le (hε i)))
  have hT : StrictlyUpper (diagonal (fun i => (z - ε i)⁻¹) * N) := fun i j h => by
    rw [Matrix.diagonal_mul, hN i j h, mul_zero]
  generalize (diagonal (fun i => (z - ε i)⁻¹) : Matrix (Fin n) (Fin n) ℂ) = G at hG hDG hT
  -- scattering series terminates because G * N is nilpotent
  have hnil : (G * N) ^ n = 0 := by
    ext i j
    exact hT.pow_apply n i j (by have := j.isLt; omega)
  have hinv : (z • (1 : Matrix (Fin n) (Fin n) ℂ) - (diagonal ε + N))
      * (∑ k ∈ range n, (G * N) ^ k * G) = 1 := by
    have hf : diagonal (fun i => z - ε i) - N
        = diagonal (fun i => z - ε i) * (1 - G * N) := by
      rw [mul_sub, mul_one, ← mul_assoc, hDG, one_mul]
    rw [shift_eq, hf, ← Finset.sum_mul, mul_assoc, ← mul_assoc (1 - G * N),
      mul_neg_geom_sum, hnil, sub_zero, one_mul, hDG]
  refine ⟨⟨⟨_, _, hinv, mul_eq_one_comm.mp hinv⟩, rfl⟩, ?_⟩
  rw [green, Matrix.inv_eq_right_inv hinv]
  exact (norm_sum_le _ _).trans (Finset.sum_le_sum fun k _ => norm_scattering_le hd hG k)
```

The hypotheses are that N is strictly upper triangular, that d > 0, and that |z − εᵢ| ≥ d for every i. The conclusion has two parts joined by `∧`: z − H is invertible (`IsUnit`), and its inverse obeys the bound.

By hand, ΔG = 1 gives

z − H = Δ − N = Δ(1 − GN).

Multiplying N from the left by a diagonal matrix only rescales its rows, so GN is again strictly upper triangular and (GN)ⁿ = 0. The geometric sum is then exact:

(1 − GN) Σ_{k<n} (GN)ᵏ = 1 − (GN)ⁿ = 1.

With S = Σ_{k<n} (GN)ᵏG it follows that

(z − H)S = Δ(1 − GN) Σ_{k<n} (GN)ᵏ G = ΔG = 1.

For square matrices a right inverse is also a left inverse, so S = (z − H)⁻¹. The triangle inequality and the estimate for a single term give the bound.

In physical terms, S is the Born series obtained by iterating the Dyson equation R = G + GNR for R = (z − H)⁻¹. It stops after n terms, so ‖N‖ need not be small compared with d.

The Lean proof follows the same order. `hDG` is ΔG = 1, `hT` is the triangular shape of GN, `hnil` is (GN)ⁿ = 0, and `hinv` is (z − H)S = 1. The last line applies the triangle inequality and `norm_scattering_le`.

The step to watch is `hnil`. It does not follow from Nⁿ = 0 alone, because G and N need not commute. For N = [1, −1; 1, −1] we have N² = 0, but with G = diag(1, 2) the product GN has trace −1 and is not nilpotent. What saves the argument is that a diagonal G preserves the triangular shape, and this is why `hT` is established first.

## A unitary change of basis

```lean
/-- The Henrici bound for a matrix `H = U (D + N) U*` in Schur form, with `U` unitary. -/
theorem henrici_bound_schur {n : ℕ} {U N : Matrix (Fin n) (Fin n) ℂ} {ε : Fin n → ℂ}
    (hU : Uᴴ * U = 1) (hN : StrictlyUpper N) {z : ℂ} {d : ℝ} (hd : 0 < d)
    (hε : ∀ i, d ≤ ‖z - ε i‖) :
    IsUnit (z • (1 : Matrix (Fin n) (Fin n) ℂ) - schurForm U ε N) ∧
      ‖green (schurForm U ε N) z‖ ≤ henriciSum n ‖N‖ d := by
  obtain ⟨hu, hb⟩ := henrici_resolvent_bound hN hd hε
  have hU' : U * Uᴴ = 1 := mul_eq_one_comm.mp hU
  have hMG : (z • (1 : Matrix (Fin n) (Fin n) ℂ) - (diagonal ε + N))
      * green (diagonal ε + N) z = 1 :=
    Matrix.mul_nonsing_inv _ ((Matrix.isUnit_iff_isUnit_det _).mp hu)
  have hs : z • (1 : Matrix (Fin n) (Fin n) ℂ) - schurForm U ε N
      = U * (z • (1 : Matrix (Fin n) (Fin n) ℂ) - (diagonal ε + N)) * Uᴴ := by
    rw [schurForm, Matrix.mul_sub, Matrix.sub_mul, Matrix.mul_smul, Matrix.smul_mul,
      Matrix.mul_one, hU']
  have hinv : (z • (1 : Matrix (Fin n) (Fin n) ℂ) - schurForm U ε N)
      * (U * green (diagonal ε + N) z * Uᴴ) = 1 := by
    rw [hs]
    generalize z • (1 : Matrix (Fin n) (Fin n) ℂ) - (diagonal ε + N) = M at hMG
    generalize green (diagonal ε + N) z = G at hMG
    calc U * M * Uᴴ * (U * G * Uᴴ) = U * (M * ((Uᴴ * U) * (G * Uᴴ))) := by
          simp only [mul_assoc]
      _ = 1 := by rw [hU, one_mul, ← mul_assoc M, hMG, one_mul, hU']
  -- a unitary matrix has norm at most one
  have h1 : ‖(1 : Matrix (Fin n) (Fin n) ℂ)‖ ≤ 1 := by
    rw [← Matrix.diagonal_one, Matrix.l2_opNorm_diagonal]
    exact (pi_norm_le_iff_of_nonneg zero_le_one).mpr fun i => by simp
  have hUn : ‖U‖ ≤ 1 := by
    have h := Matrix.l2_opNorm_conjTranspose_mul_self U
    rw [hU] at h
    nlinarith [norm_nonneg U]
  refine ⟨⟨⟨_, _, hinv, mul_eq_one_comm.mp hinv⟩, rfl⟩, ?_⟩
  rw [green, Matrix.inv_eq_right_inv hinv]
  calc ‖U * green (diagonal ε + N) z * Uᴴ‖
      ≤ ‖U * green (diagonal ε + N) z‖ * ‖Uᴴ‖ := Matrix.l2_opNorm_mul _ _
    _ ≤ (‖U‖ * ‖green (diagonal ε + N) z‖) * ‖Uᴴ‖ :=
        mul_le_mul_of_nonneg_right (Matrix.l2_opNorm_mul _ _) (norm_nonneg _)
    _ ≤ (1 * ‖green (diagonal ε + N) z‖) * 1 := by
        rw [Matrix.l2_opNorm_conjTranspose]
        gcongr
    _ ≤ henriciSum n ‖N‖ d := by simpa using hb
```

The hypothesis `hU` says U†U = 1, which for a square matrix makes U unitary. The conclusion is the same as before, now for H = U(D + N)U†. With R = (z − D − N)⁻¹,

z − H = U(z − D − N)U†, and therefore (z − H)⁻¹ = URU†.

From ‖U‖² = ‖U†U‖ = ‖1‖ ≤ 1 we get ‖U‖ ≤ 1, and U† has the same norm. Hence ‖URU†‖ ≤ ‖R‖, and the previous theorem bounds ‖R‖. In the code, `hs` is the first identity, `hinv` checks the proposed inverse, and `hUn` is ‖U‖ ≤ 1.

The factorisation is supplied as input. Every complex square matrix has one, by Schur's theorem, but the file neither proves nor uses that fact. The factorisation is not unique and ‖N‖ can depend on the choice, so a form with smaller ‖N‖ gives a sharper bound.

## How far an eigenvalue can move

```lean
/-- Let `H = U (D + N) U*` with `U` unitary, `D` diagonal with entries `ε i` and `N` strictly upper
triangular. If `z` is an eigenvalue of `H + E` and lies at least `d > 0` away from all `ε i`, then
`‖E‖` times the Henrici sum is at least one. -/
theorem eigenvalue_perturbation {n : ℕ} {U N E : Matrix (Fin n) (Fin n) ℂ} {ε : Fin n → ℂ}
    (hU : Uᴴ * U = 1) (hN : StrictlyUpper N) {z : ℂ} {d : ℝ} (hd : 0 < d)
    (hε : ∀ i, d ≤ ‖z - ε i‖) {x : Fin n → ℂ} (hx : x ≠ 0)
    (hE : (schurForm U ε N + E) *ᵥ x = z • x) :
    1 ≤ ‖E‖ * henriciSum n ‖N‖ d := by
  obtain ⟨hu, hb⟩ := henrici_bound_schur hU hN hd hε
  -- the eigenvalue equation in the form x = G E x
  have hM : (z • (1 : Matrix (Fin n) (Fin n) ℂ) - schurForm U ε N) *ᵥ x = E *ᵥ x := by
    rw [Matrix.sub_mulVec, Matrix.smul_mulVec, Matrix.one_mulVec, ← hE, Matrix.add_mulVec,
      add_sub_cancel_left]
  have hfix : (green (schurForm U ε N) z * E) *ᵥ x = x := by
    rw [← Matrix.mulVec_mulVec, ← hM, Matrix.mulVec_mulVec, green,
      Matrix.nonsing_inv_mul _ ((Matrix.isUnit_iff_isUnit_det _).mp hu), Matrix.one_mulVec]
  have hpos : 0 < ‖WithLp.toLp 2 x‖ :=
    norm_pos_iff.mpr fun h => hx (congrArg WithLp.ofLp h)
  have hle : ‖WithLp.toLp 2 ((green (schurForm U ε N) z * E) *ᵥ x)‖
      ≤ ‖green (schurForm U ε N) z * E‖ * ‖WithLp.toLp 2 x‖ :=
    Matrix.l2_opNorm_mulVec _ (WithLp.toLp 2 x)
  rw [hfix] at hle
  have h1 : 1 ≤ ‖green (schurForm U ε N) z * E‖ :=
    le_of_mul_le_mul_right (by rwa [one_mul]) hpos
  calc 1 ≤ ‖green (schurForm U ε N) z‖ * ‖E‖ := h1.trans (Matrix.l2_opNorm_mul _ _)
    _ ≤ henriciSum n ‖N‖ d * ‖E‖ := mul_le_mul_of_nonneg_right hb (norm_nonneg _)
    _ = ‖E‖ * henriciSum n ‖N‖ d := mul_comm _ _


end

end HenriciResolvent
```

Here E is an arbitrary perturbation, and `*ᵥ` is a matrix acting on a vector. Suppose (H + E)x = zx with x ≠ 0, and let z be at least d > 0 away from every εᵢ. Then

(z − H)x = Ex, so x = (z − H)⁻¹Ex.

Taking Euclidean lengths gives ‖x‖ ≤ ‖(z − H)⁻¹‖ ‖E‖ ‖x‖. Dividing by ‖x‖ > 0 and inserting the bound yields

1 ≤ ‖E‖ Σ_{k<n} ‖N‖ᵏ / dᵏ⁺¹.

The steps `hM`, `hfix` and `h1` are the rearranged eigenvalue equation, the fixed-point form and the division by ‖x‖. The wrapper `WithLp.toLp 2 x` gives x its Euclidean length, since Lean's default norm on `Fin n → ℂ` is the largest modulus of a component.

Read in reverse, the theorem says that a z for which the right-hand side is below 1 is not an eigenvalue of H + E. For N = 0 the inequality becomes d ≤ ‖E‖, the familiar statement that perturbing a normal matrix moves no eigenvalue further than ‖E‖ from the old spectrum. For N ≠ 0 the inequality constrains d only implicitly, and the theorem does not solve it for d.

The two-level matrix shows what non-normality can do. Set ε₀ = ε₁ = ε and place a small η in the empty corner. The eigenvalues become ε ± √(aη), a shift of order √|η| where a Hermitian matrix would allow only |η|. The inequality leaves room for this, since for n = 2 it reads d² ≤ ‖E‖(d + ‖N‖).

This matters for non-Hermitian matrices in electronic structure, such as the similarity-transformed Hamiltonian of coupled-cluster theory in a finite basis: a small error in the matrix elements need not mean an equally small error in the energies, and for a finite matrix with known Schur form the theorem limits the damage.

```lean
#print axioms HenriciResolvent.henrici_bound_schur
#print axioms HenriciResolvent.eigenvalue_perturbation
```

```
'HenriciResolvent.henrici_bound_schur' depends on axioms: [propext, Classical.choice, Quot.sound]
'HenriciResolvent.eigenvalue_perturbation' depends on axioms: [propext, Classical.choice, Quot.sound]
```
